# Well or barrier at the midpoint of a proton bridge: the curvature of two coupled Morse curves

## Two bonding states and one proton

A proton moves on the line between two identical, fixed heavy atoms, and \(x\) is its displacement from the midpoint. It can be bonded to either atom. At the midpoint each bond is extended by \(d\) from its equilibrium length, so the two bonding states have energies \(p=M(d+x)\) and \(q=M(d-x)\), where

\[ M(u)=D\,(1-e^{-au})^2 \]

is the Morse potential with depth \(D\) and range parameter \(a\). The states are taken as orthonormal, with a coupling \(c>0\) independent of \(x\). The constant \(c\) stands for the electronic mixing of the two bonding patterns. Its sign is a convention, since the eigenvalues contain only \(c^2\). We write \(V(x)\) for the lower eigenvalue and \(e=\exp(-ad)\), and take \(D,a>0\).

## The curvature at the midpoint

The claim is that \(V'(0)=0\) and

\[ V''(0)=2a^2De\left(2e-1-\frac{2De(1-e)^2}{c}\right). \]

A positive value makes the midpoint a well, a negative one a barrier.

Let \(A=(p+q)/2\) and \(G=(p-q)/2\). The secular equation \((E-p)(E-q)=c^2\) reads \((E-A)^2=G^2+c^2\), so \(V=A-R\) with \(R=\sqrt{G^2+c^2}\). Differentiating,

\[ V'=A'-\frac{GG'}{R},\qquad V''=A''-\frac{G'^2+GG''}{R}+\frac{(GG')^2}{R^3}. \]

At \(x=0\) we have \(G=0\), \(R=c\), \(A'=0\), \(G'=M'(d)\) and \(A''=M''(d)\). Hence \(V'(0)=0\) and

\[ V''(0)=M''(d)-\frac{M'(d)^2}{c}. \]

For the Morse curve, put \(s=e^{-au}\), so that \(s'=-as\). Then \(M'=2aD(s-s^2)\) and \(M''=2a^2Ds(2s-1)\). Setting \(u=d\) gives the claim. Since \(V(x)=V(0)+\tfrac12V''(0)x^2+o(x^2)\), a nonzero curvature decides between well and barrier.

If \(ad\ge\ln 2\), then \(2e-1\le0\) while the subtracted term is positive, so there is a barrier for every \(c>0\). If \(2De(1-e)^2<c(2e-1)\), there is a well.

**A numerical instance.** Take \(e=3/4\), that is \(ad=\ln(4/3)\approx0.288\). The bracket is \(\tfrac12-\tfrac{3D}{32c}\), which changes sign at \(c=3D/16\). For \(c=D/4\) it equals \(1/8\) and \(V''(0)=\tfrac{3}{16}a^2D\), a well. For \(c=D/8\) it equals \(-1/4\) and \(V''(0)=-\tfrac38a^2D\), a barrier.

In this two-state model with fixed heavy atoms, the criterion separates centred from double-well hydrogen bridges, the question raised by three-centre species such as FHF⁻. It concerns the potential near the midpoint only, without zero-point motion, and leaves the case \(V''(0)=0\) open.

## The model in Lean

```lean
import Mathlib

open Filter Topology Matrix

namespace CentralProtonWell

noncomputable section
```

`mean` and `halfGap` are \(A\) and \(G\), defined for any curve `M`.

```lean
/-- Mean of the two diabatic energies `M (d + x)` and `M (d - x)`. -/
def mean (M : ℝ → ℝ) (d x : ℝ) : ℝ := (M (d + x) + M (d - x)) / 2

/-- Half the difference of the two diabatic energies `M (d + x)` and `M (d - x)`. -/
def halfGap (M : ℝ → ℝ) (d x : ℝ) : ℝ := (M (d + x) - M (d - x)) / 2
```

The Hamiltonian is a real symmetric matrix, and `lowerCurve` is the closed form \(A-R\).

```lean
/-- Two-state Hamiltonian of a proton displaced by `x` from the midpoint, with coupling `c`. -/
def twoState (M : ℝ → ℝ) (c d x : ℝ) : Matrix (Fin 2) (Fin 2) ℝ :=
  !![M (d + x), c; c, M (d - x)]

/-- The lower adiabatic energy curve, in closed form. -/
def lowerCurve (M : ℝ → ℝ) (c d x : ℝ) : ℝ :=
  mean M d x - √(halfGap M d x ^ 2 + c ^ 2)
```

Differentiation turns the mean of \(M\) into the half gap of \(M'\), and the half gap into the mean. The formula for \(V'\) can therefore use the same two functions.

```lean
/-- Slope formula for the lower curve, where `M'` is the slope of `M`; its domain is `c ≠ 0`. -/
def lowerSlope (M M' : ℝ → ℝ) (c d x : ℝ) : ℝ :=
  halfGap M' d x - halfGap M d x * mean M' d x / √(halfGap M d x ^ 2 + c ^ 2)
```

The Morse potential, its slope and the claimed curvature follow.

```lean
/-- The Morse potential with depth `D` and range parameter `a`, at bond extension `u`. -/
def morse (D a u : ℝ) : ℝ := D * (1 - Real.exp (-(a * u))) ^ 2

/-- Slope formula for the Morse potential. -/
def morseSlope (D a u : ℝ) : ℝ :=
  2 * D * a * (Real.exp (-(a * u)) - Real.exp (-(a * u)) ^ 2)

/-- The curvature expression at the midpoint of two coupled Morse curves; its domain is `c ≠ 0`. -/
def centralCurvature (D a c d : ℝ) : ℝ :=
  2 * a ^ 2 * D * Real.exp (-(a * d)) * (2 * Real.exp (-(a * d)) - 1 -
    2 * D * Real.exp (-(a * d)) * (1 - Real.exp (-(a * d))) ^ 2 / c)
```

## The closed form is the lowest eigenvalue

`IsLeast` says that `lowerCurve` is an eigenvalue, with a nonzero eigenvector, and that no eigenvalue lies below it. The eigenvector used is \((c,\,V-p)\); at the midpoint its normalised form is \((1,-1)/\sqrt2\). For the bound, eliminating either component of an eigenvector gives the secular equation `hdet`. An \(E\) below \(A-R\) would make \((A-R-E)(A+R-E)\) positive, whereas the secular equation makes it zero.

```lean
/-- For nonzero coupling, the lower curve is the least eigenvalue of the two-state Hamiltonian. -/
theorem lowerCurve_isLeast (M : ℝ → ℝ) {c : ℝ} (hc : c ≠ 0) (d x : ℝ) :
    IsLeast {E : ℝ | ∃ v : Fin 2 → ℝ, v ≠ 0 ∧ twoState M c d x *ᵥ v = E • v}
      (lowerCurve M c d x) := by
  have heq : ∀ (E : ℝ) (v : Fin 2 → ℝ), twoState M c d x *ᵥ v = E • v ↔
      M (d + x) * v 0 + c * v 1 = E * v 0 ∧ c * v 0 + M (d - x) * v 1 = E * v 1 := by
    intro E v
    simp [funext_iff, Fin.forall_fin_two, twoState, dotProduct, Fin.sum_univ_two]
  obtain ⟨r, hr0, hr, hV⟩ : ∃ r : ℝ, 0 ≤ r ∧
      r ^ 2 = ((M (d + x) - M (d - x)) / 2) ^ 2 + c ^ 2 ∧
      lowerCurve M c d x = (M (d + x) + M (d - x)) / 2 - r :=
    ⟨√(halfGap M d x ^ 2 + c ^ 2), Real.sqrt_nonneg _, Real.sq_sqrt (by positivity), rfl⟩
  rw [hV]
  generalize M (d + x) = p at *
  generalize M (d - x) = q at *
  constructor
  · -- an explicit eigenvector
    refine ⟨![c, (p + q) / 2 - r - p], fun h => hc (congrFun h 0), (heq _ _).2 ⟨?_, ?_⟩⟩
    · show p * c + c * ((p + q) / 2 - r - p) = ((p + q) / 2 - r) * c
      ring
    · show c * c + q * ((p + q) / 2 - r - p) = ((p + q) / 2 - r) * ((p + q) / 2 - r - p)
      linear_combination (-1 : ℝ) * hr
  · -- every eigenvalue solves the secular equation
    rintro E ⟨v, hv, h⟩
    obtain ⟨h0, h1⟩ := (heq E v).1 h
    have hdet : (E - p) * (E - q) = c ^ 2 := by
      by_contra hne
      have hne' := sub_ne_zero.2 hne
      have a0 : v 0 = 0 := (mul_eq_zero.1 (show ((E - p) * (E - q) - c ^ 2) * v 0 = 0 by
        linear_combination (-(E - q)) * h0 - c * h1)).resolve_left hne'
      have a1 : v 1 = 0 := (mul_eq_zero.1 (show ((E - p) * (E - q) - c ^ 2) * v 1 = 0 by
        linear_combination (-(E - p)) * h1 - c * h0)).resolve_left hne'
      exact hv (funext (Fin.forall_fin_two.2 ⟨a0, a1⟩))
    by_contra hlt
    have hlt' := not_le.1 hlt
    have hpos : 0 < ((p + q) / 2 - r - E) * ((p + q) / 2 + r - E) :=
      mul_pos (by linarith) (by linarith)
    nlinarith [hpos, hdet, hr]
```

## Differentiating twice

The next two lemmas supply \(A'\), \(G'\) and \(R'=GG'/R\). Positive \(c\) keeps the square root away from zero.

```lean
/-- Derivatives of the mean and of the half gap, from the slopes of `M` at the two bond
extensions. -/
theorem hasDerivAt_mean_halfGap {M : ℝ → ℝ} {d x p m : ℝ}
    (hp : HasDerivAt M p (d + x)) (hm : HasDerivAt M m (d - x)) :
    HasDerivAt (mean M d) ((p - m) / 2) x ∧ HasDerivAt (halfGap M d) ((p + m) / 2) x := by
  have h1 := hp.comp_const_add d x
  have h2 := hm.comp_const_sub d x
  exact ⟨((h1.fun_add h2).div_const 2).congr_deriv (by ring),
    ((h1.fun_sub h2).div_const 2).congr_deriv (by ring)⟩

/-- Derivative of the half splitting `√(G² + c²)` of two levels with half gap `G` and coupling
`c > 0`, at a point where `G` has slope `g`. -/
theorem hasDerivAt_splitting {G : ℝ → ℝ} {g x c : ℝ} (hc : 0 < c) (hG : HasDerivAt G g x) :
    HasDerivAt (fun y => √(G y ^ 2 + c ^ 2)) (G x * g / √(G x ^ 2 + c ^ 2)) x := by
  have hpos : 0 < G x ^ 2 + c ^ 2 := by positivity
  have hs : √(G x ^ 2 + c ^ 2) ≠ 0 := (Real.sqrt_pos.2 hpos).ne'
  refine (((hG.fun_pow 2).add_const (c ^ 2)).sqrt hpos.ne').congr_deriv ?_
  simp only [Nat.cast_ofNat, Nat.reduceSub, pow_one]
  rw [mul_assoc, mul_div_mul_left _ _ (two_ne_zero)]
```

The general curvature theorem assumes \(M\) differentiable everywhere and \(M'\) differentiable at \(d\), with derivative `k`. The proof identifies `deriv` of the lower curve with `lowerSlope`, differentiates that by the quotient rule, and inserts the midpoint values `hG0`, `hA0` and `hR0`.

```lean
/-- If the diabatic curve `M` is differentiable, its slope `M'` is differentiable at `d`, and
`c > 0`, then the lower curve is differentiable, and at the midpoint it has zero slope and curvature
`M''(d) - M'(d)² / c`. -/
theorem lowerCurve_curvature {M M' : ℝ → ℝ} {c d k : ℝ} (hc : 0 < c)
    (hM : ∀ u, HasDerivAt M (M' u) u) (hk : HasDerivAt M' k d) :
    Differentiable ℝ (lowerCurve M c d) ∧ deriv (lowerCurve M c d) 0 = 0 ∧
      HasDerivAt (deriv (lowerCurve M c d)) (k - M' d ^ 2 / c) 0 := by
  have hV : ∀ x, HasDerivAt (lowerCurve M c d) (lowerSlope M M' c d x) x := fun x =>
    have h := hasDerivAt_mean_halfGap (hM (d + x)) (hM (d - x))
    h.1.fun_sub (hasDerivAt_splitting hc h.2)
  have hd : deriv (lowerCurve M c d) = lowerSlope M M' c d := funext fun x => (hV x).deriv
  refine ⟨fun x => (hV x).differentiableAt, by rw [hd]; simp [lowerSlope, halfGap], ?_⟩
  rw [hd]
  -- at the midpoint the gap vanishes and the half splitting equals `c`
  have hG0 : halfGap M d 0 = 0 := by simp [halfGap]
  have hA0 : mean M' d 0 = M' d := by
    unfold mean
    rw [add_zero, sub_zero]
    ring
  have hR0 : √((0 : ℝ) ^ 2 + c ^ 2) = c := by
    rw [show (0 : ℝ) ^ 2 + c ^ 2 = c ^ 2 by ring, Real.sqrt_sq hc.le]
  have hG := (hasDerivAt_mean_halfGap (hM (d + 0)) (hM (d - 0))).2
  have hk' := hasDerivAt_mean_halfGap (d := d) (x := 0) (M := M') (p := k) (m := k)
    (by simpa using hk) (by simpa using hk)
  have hne : √(halfGap M d 0 ^ 2 + c ^ 2) ≠ 0 := by
    rw [hG0, hR0]
    exact hc.ne'
  refine (hk'.2.fun_sub ((hG.fun_mul hk'.1).fun_div
    (hasDerivAt_splitting hc hG) hne)).congr_deriv ?_
  simp only [hG0, hA0, hR0, add_zero, sub_zero, zero_mul, zero_div, mul_zero]
  have hc' := hc.ne'
  field_simp
  ring
```

The Morse derivatives come from the chain rule, and substituting them gives the stated curvature. This theorem assumes only \(c>0\).

```lean
/-- First and second derivatives of the Morse potential. -/
theorem morse_derivatives (D a u : ℝ) :
    HasDerivAt (morse D a) (morseSlope D a u) u ∧
      HasDerivAt (morseSlope D a)
        (2 * D * a ^ 2 * Real.exp (-(a * u)) * (2 * Real.exp (-(a * u)) - 1)) u := by
  have he : HasDerivAt (fun y => Real.exp (-(a * y))) (-a * Real.exp (-(a * u))) u :=
    (((hasDerivAt_id' u).const_mul a).fun_neg.exp).congr_deriv (by ring)
  constructor
  · refine (((he.const_sub 1).fun_pow 2).const_mul D).congr_deriv ?_
    simp only [morseSlope, Nat.cast_ofNat, Nat.reduceSub, pow_one]
    ring
  · refine ((he.fun_sub (he.fun_pow 2)).const_mul (2 * D * a)).congr_deriv ?_
    simp only [Nat.cast_ofNat, Nat.reduceSub, pow_one]
    ring

/-- For two Morse curves with coupling `c > 0`, the lower curve has zero slope at the midpoint, and
its second derivative there is `centralCurvature`. -/
theorem morse_central_curvature (D a d : ℝ) {c : ℝ} (hc : 0 < c) :
    Differentiable ℝ (lowerCurve (morse D a) c d) ∧
      deriv (lowerCurve (morse D a) c d) 0 = 0 ∧
      HasDerivAt (deriv (lowerCurve (morse D a) c d)) (centralCurvature D a c d) 0 := by
  obtain ⟨h1, h2, h3⟩ := lowerCurve_curvature hc (fun u => (morse_derivatives D a u).1)
    (morse_derivatives D a d).2
  refine ⟨h1, h2, h3.congr_deriv ?_⟩
  unfold morseSlope centralCurvature
  ring
```

## From curvature to well or barrier

The expression `∀ᶠ x in 𝓝[≠] (0 : ℝ)` means "for all nonzero \(x\) close enough to 0". Mathlib's second-derivative test gives a minimum that need not be strict. It is applied to \(f-\tfrac k4x^2\), whose curvature is still \(k/2>0\); adding the parabola back makes the inequality strict.

```lean
/-- If a differentiable energy curve has zero slope and positive curvature at `0`, then it has a
strict local minimum there. -/
theorem strict_min_of_curvature {f f' : ℝ → ℝ} {k : ℝ} (hf : ∀ x, HasDerivAt f (f' x) x)
    (h0 : f' 0 = 0) (h2 : HasDerivAt f' k 0) (hk : 0 < k) :
    ∀ᶠ x in 𝓝[≠] (0 : ℝ), f 0 < f x := by
  -- subtract a parabola that leaves half of the curvature
  have hg : ∀ x, HasDerivAt (fun y => f y - k / 4 * y ^ 2) (f' x - k / 2 * x) x := by
    intro x
    refine ((hf x).fun_sub (((hasDerivAt_id' x).fun_pow 2).const_mul (k / 4))).congr_deriv ?_
    simp only [Nat.cast_ofNat, Nat.reduceSub, pow_one]
    ring
  have hd : deriv (fun y => f y - k / 4 * y ^ 2) = fun x => f' x - k / 2 * x :=
    funext fun x => (hg x).deriv
  have hg2 : HasDerivAt (fun x => f' x - k / 2 * x) (k / 2) 0 :=
    (h2.fun_sub ((hasDerivAt_id' (0 : ℝ)).const_mul (k / 2))).congr_deriv (by ring)
  have hmin : ∀ᶠ x in 𝓝 (0 : ℝ), f 0 - k / 4 * 0 ^ 2 ≤ f x - k / 4 * x ^ 2 :=
    isLocalMin_of_deriv_deriv_pos (f := fun y => f y - k / 4 * y ^ 2)
      (by rw [hd, hg2.deriv]; linarith) (by rw [hd]; simp [h0]) (hg 0).continuousAt
  filter_upwards [hmin.filter_mono nhdsWithin_le_nhds, self_mem_nhdsWithin] with x hx hne
  have hx0 : x ≠ 0 := hne
  have hx2 : 0 < x ^ 2 := by positivity
  nlinarith [mul_pos hk hx2]
```

The barrier case applies the same lemma to \(-V\).

```lean
/-- For coupling `c > 0`, positive central curvature makes the midpoint a strict local minimum of
the lower curve (a well), and negative central curvature a strict local maximum (a barrier). -/
theorem well_or_barrier (D a d : ℝ) {c : ℝ} (hc : 0 < c) :
    (0 < centralCurvature D a c d → ∀ᶠ x in 𝓝[≠] (0 : ℝ),
      lowerCurve (morse D a) c d 0 < lowerCurve (morse D a) c d x) ∧
    (centralCurvature D a c d < 0 → ∀ᶠ x in 𝓝[≠] (0 : ℝ),
      lowerCurve (morse D a) c d x < lowerCurve (morse D a) c d 0) := by
  obtain ⟨h1, h2, h3⟩ := morse_central_curvature D a d hc
  refine ⟨strict_min_of_curvature (fun x => (h1 x).hasDerivAt) h2 h3, fun hk => ?_⟩
  -- a barrier is a well of the inverted curve
  have h := strict_min_of_curvature (fun x => (h1 x).hasDerivAt.fun_neg)
    (by rw [h2, neg_zero]) h3.fun_neg (neg_pos.2 hk)
  filter_upwards [h] with x hx
  exact neg_lt_neg_iff.1 hx
```

The last two theorems determine the sign of the bracket. In the first, \(ad\ge\ln2\) becomes \(e\le1/2\); in the second, the hypothesis is divided by \(c\).

```lean
/-- If `a d ≥ ln 2`, with `D`, `a` and `c` positive, the midpoint is a barrier. -/
theorem barrier_of_long_bridge {D a c d : ℝ} (hD : 0 < D) (ha : 0 < a) (hc : 0 < c)
    (h : Real.log 2 ≤ a * d) : ∀ᶠ x in 𝓝[≠] (0 : ℝ),
      lowerCurve (morse D a) c d x < lowerCurve (morse D a) c d 0 := by
  apply (well_or_barrier D a d hc).2
  have he : Real.exp (-(a * d)) ≤ 1 / 2 := by
    calc Real.exp (-(a * d)) ≤ Real.exp (-Real.log 2) := Real.exp_le_exp.2 (by linarith)
      _ = 1 / 2 := by
        rw [Real.exp_neg, Real.exp_log (by norm_num)]
        norm_num
  have h1 : 0 < 1 - Real.exp (-(a * d)) := by linarith
  have ht : 0 < 2 * D * Real.exp (-(a * d)) * (1 - Real.exp (-(a * d))) ^ 2 / c :=
    div_pos (mul_pos (by positivity) (pow_pos h1 2)) hc
  exact mul_neg_of_pos_of_neg (by positivity) (by linarith)

/-- With `D`, `a` and `c` positive and `e = exp (-a d)`, the midpoint is a well if
`2 D e (1 - e)² < c (2 e - 1)`. -/
theorem well_of_strong_coupling {D a c d : ℝ} (hD : 0 < D) (ha : 0 < a) (hc : 0 < c)
    (h : 2 * D * Real.exp (-(a * d)) * (1 - Real.exp (-(a * d))) ^ 2 <
      c * (2 * Real.exp (-(a * d)) - 1)) : ∀ᶠ x in 𝓝[≠] (0 : ℝ),
      lowerCurve (morse D a) c d 0 < lowerCurve (morse D a) c d x := by
  apply (well_or_barrier D a d hc).1
  exact mul_pos (by positivity) (sub_pos.2 ((div_lt_iff₀ hc).2 (by linarith)))

end

end CentralProtonWell
```

```lean
#print axioms CentralProtonWell.lowerCurve_isLeast
#print axioms CentralProtonWell.well_or_barrier
#print axioms CentralProtonWell.barrier_of_long_bridge
#print axioms CentralProtonWell.well_of_strong_coupling
```

```
'CentralProtonWell.lowerCurve_isLeast' depends on axioms: [propext, Classical.choice, Quot.sound]
'CentralProtonWell.well_or_barrier' depends on axioms: [propext, Classical.choice, Quot.sound]
'CentralProtonWell.barrier_of_long_bridge' depends on axioms: [propext, Classical.choice, Quot.sound]
'CentralProtonWell.well_of_strong_coupling' depends on axioms: [propext, Classical.choice, Quot.sound]
```
